# For an eigenfunction relaxed by one electron alone, an ordered sweep leaves a smaller signed correlation than \(N\ge2\) random moves

## Two electrons on two sites

Let two electrons of opposite spin, numbered 0 and 1, hop independently between two sites, which they may share. When electron 0 is moved, it stays where it is with probability \((1+\rho)/2\) and hops with probability \((1-\rho)/2\), where \(-1\le\rho<1\). Let \(f\) be \(+1\) if electron 0 is on the first site and \(-1\) if it is on the second. After a move of electron 0 the expected value of \(f\) is

\[
\frac{1+\rho}{2}\,f-\frac{1-\rho}{2}\,f=\rho f ,
\]

and a move of electron 1 leaves \(f\) alone.

An ordered sweep moves each electron once, so it multiplies \(f\) by \(\rho\). Two moves of randomly drawn electrons pick electron 0 never, once or twice, with probabilities \(\tfrac14,\tfrac12,\tfrac14\). They multiply \(f\) by

\[
\frac14+\frac{\rho}{2}+\frac{\rho^2}{4}=\Big(\frac{1+\rho}{2}\Big)^2=\rho+\frac{(1-\rho)^2}{4}>\rho .
\]

At \(\rho=0\) a single move of electron 0 erases all memory of its site. The sweep then leaves nothing, while the random moves leave \(\tfrac14\), the probability that electron 0 was never drawn.

## The factors for \(N\) electrons

Number the electrons \(i=0,\dots,N-1\), and let \(P_i\) be the transition matrix for a move of electron \(i\). It acts on an observable \(f\), a real function of the configuration \(x\), by \((P_if)(x)=\sum_y P_i(x,y)f(y)\), the expected value of \(f\) after a move from \(x\).

Suppose first that \(P_if=\lambda_if\) for every \(i\), with real numbers \(\lambda_i\). In a product of the \(P_i\), each matrix meets a multiple of \(f\) and contributes its own eigenvalue. A sweep therefore multiplies \(f\) by \(\prod_i\lambda_i\) in any order, and the matrices need not commute. For \(N\ge1\), a random-electron move is \(\bar P=\frac1N\sum_iP_i\), so

\[
\bar Pf=\bar\lambda f,\qquad \bar\lambda=\frac1N\sum_i\lambda_i,\qquad \bar P^mf=\bar\lambda^m f .
\]

If all \(\lambda_i\ge0\), the inequality of the geometric and arithmetic means gives \(\prod_i\lambda_i^{1/N}\le\bar\lambda\), and the \(N\)-th power of this is \(\prod_i\lambda_i\le\bar\lambda^N\).

Now let \(N\ge2\), and let one electron \(e\) have eigenvalue \(\rho\) with \(-1\le\rho<1\), while all others have eigenvalue 1. The sweep factor is \(\rho\), and the mean is

\[
\bar\lambda=\frac{(N-1)+\rho}{N}=1-x,\qquad x=\frac{1-\rho}{N}.
\]

Here \(x\) is a number, not a configuration, and in the powers below \(e\) is the base of the natural logarithm, not the electron. Since \(0<1-\rho\le2\le N\), we have \(0<x\le1\). The strict Bernoulli inequality \((1-x)^m>1-mx\) holds for \(m\ge2\). For \(m=2\) the difference of the two sides is \(x^2\), and the step from \(m\) to \(m+1\) is

\[
(1-x)^{m+1}\ge(1-mx)(1-x)=1-(m+1)x+mx^2>1-(m+1)x .
\]

At \(m=N\) the right-hand side \(1-Nx\) is \(\rho\). From above, \(0\le1-x<e^{-x}\) gives \((1-x)^N<e^{-Nx}=e^{\rho-1}\). Together,

\[
\rho<\Big(1-\frac{1-\rho}{N}\Big)^N<e^{\rho-1}.
\]

The middle term tends to \(e^{\rho-1}\) as \(N\) grows, by the limit \((1+t/N)^N\to e^t\) at \(t=\rho-1\).

For positive weights \(w(x)\), define the correlation left by a step \(A\) as \(C(A)=\sum_xw(x)f(x)(Af)(x)\). If \(Af=af\), then \(C(A)=a\sum_xw(x)f(x)^2\). For nonzero \(f\) the sum is positive, so the strict inequality between the factors passes to the correlations. Divided by \(\sum_xw(x)f(x)^2\), the correlations are the factors themselves.

For \(\rho\ge0\) the sweep's correlation is also the smaller in magnitude. For negative \(\rho\) the comparison is one of signed numbers: at \(\rho=-1\) and \(N=2\) the factors are \(-1\) and \(0\).

In variational Monte Carlo this compares two ways of spending \(N\) single-electron Metropolis moves, for an observable on a finite configuration space that is an exact eigenfunction of one electron's move and is unchanged by the others.

## Sweeps, random moves and correlations in Lean

The type `n` is the finite set of configurations of all electrons together, and `N` is the number of electrons.

```lean
import Mathlib

open Matrix Filter Topology
open scoped Kronecker

namespace ElectronMoveOrder

noncomputable section

variable {n : Type*} [Fintype n] [DecidableEq n] {N : ℕ}
```

An order of moves is a permutation `σ` of the electrons. The sweep is the matrix product taken in that order, with the move of `σ 0` leftmost. Because the matrices act on observables, the leftmost move is the first in time.

```lean
/-- One sweep that moves every electron once, in the order `σ 0, σ 1, …`;
`P i` is the transition matrix of a move of electron `i`. -/
def orderedSweep (P : Fin N → Matrix n n ℝ) (σ : Equiv.Perm (Fin N)) : Matrix n n ℝ :=
  ((List.ofFn (fun k => σ k)).map P).prod
```

The random move is the average of the single-electron matrices, which stands for drawing the electron uniformly and independently each time.

```lean
/-- One move of an electron drawn uniformly at random from `N ≥ 1` electrons. -/
def randomMove (P : Fin N → Matrix n n ℝ) : Matrix n n ℝ :=
  (N : ℝ)⁻¹ • ∑ i, P i
```

The weights `w` play the part of the sampled density \(|\Psi|^2\). They need not be normalised, and no mean is subtracted. The main theorem asks for positive weights, so configurations where \(\Psi\) vanishes are left out of `n`; Metropolis moves never enter them from the others. If `w` is the normalised stationary distribution and \(f\) has mean zero, `correlation` is the autocovariance of \(f\) across the step `A`.

```lean
/-- The correlation of the observable `f` before and after the step `A`, with
configurations weighted by `w`. -/
def correlation (w : n → ℝ) (A : Matrix n n ℝ) (f : n → ℝ) : ℝ :=
  ∑ x, w x * f x * (A *ᵥ f) x
```

None of the definitions requires the matrices to be stochastic or to leave `w` stationary. The theorems use only how the matrices act on \(f\), so they hold for Metropolis matrices whenever the eigenvalue conditions do.

## Eigenvalues of a sweep and of random moves

The hypothesis `h` says that \(f\) is an eigenvector of every single-electron move, with eigenvalues `lam i`. The auxiliary statement `key` treats an arbitrary list of moves by induction: `Matrix.mulVec_mulVec` lets the matrices act one after another, and each contributes its eigenvalue. `Equiv.prod_comp` then removes the permutation from the product of numbers.

```lean
/-- If `f` is an eigenvector of every single-electron move, an ordered sweep multiplies
it by the product of the eigenvalues, whatever the order. -/
theorem orderedSweep_mulVec {P : Fin N → Matrix n n ℝ} {f : n → ℝ} {lam : Fin N → ℝ}
    (h : ∀ i, P i *ᵥ f = lam i • f) (σ : Equiv.Perm (Fin N)) :
    orderedSweep P σ *ᵥ f = (∏ i, lam i) • f := by
  -- each move in the list contributes its own eigenvalue
  have key : ∀ l : List (Fin N), (l.map P).prod *ᵥ f = (l.map lam).prod • f := by
    intro l
    induction l with
    | nil => simp
    | cons a l ih =>
      simp only [List.map_cons, List.prod_cons]
      rw [← Matrix.mulVec_mulVec, ih, Matrix.mulVec_smul, h, smul_smul, mul_comm]
  rw [orderedSweep, key, List.map_ofFn, List.prod_ofFn]
  congr 1
  exact Equiv.prod_comp σ lam
```

For random moves, `hsum` distributes the sum of matrices over \(f\), `h1` gives the mean eigenvalue for one move, and induction on `m` gives the power.

```lean
/-- If `f` is an eigenvector of every single-electron move, `m` random-electron moves
multiply it by the `m`-th power of the mean eigenvalue. -/
theorem randomMove_pow_mulVec {P : Fin N → Matrix n n ℝ} {f : n → ℝ} {lam : Fin N → ℝ}
    (h : ∀ i, P i *ᵥ f = lam i • f) (m : ℕ) :
    (randomMove P ^ m) *ᵥ f = ((∑ i, lam i) / N) ^ m • f := by
  have hsum : (∑ i, P i) *ᵥ f = ∑ i, P i *ᵥ f :=
    map_sum (⟨⟨fun A => A *ᵥ f, Matrix.zero_mulVec f⟩,
      fun A B => Matrix.add_mulVec A B f⟩ : Matrix n n ℝ →+ (n → ℝ)) P Finset.univ
  have h1 : randomMove P *ᵥ f = ((∑ i, lam i) / N) • f := by
    rw [randomMove, Matrix.smul_mulVec, hsum, Finset.sum_congr rfl (fun i _ => h i),
      ← Finset.sum_smul, smul_smul, div_eq_inv_mul]
  induction m with
  | zero => simp
  | succ m ih =>
    rw [pow_succ (randomMove P) m, ← Matrix.mulVec_mulVec, h1, Matrix.mulVec_smul, ih,
      smul_smul, pow_succ, mul_comm]
```

The comparison for general nonnegative eigenvalues is Mathlib's weighted mean inequality with all weights equal to \(1/N\). The `calc` block raises it to the \(N\)-th power. The result is not strict, and equal eigenvalues give equality.

```lean
/-- For nonnegative eigenvalues of the single-electron moves, the factor of an ordered
sweep is at most the factor of `N` random-electron moves. -/
theorem sweep_factor_le_random_factor (hN : 0 < N) {lam : Fin N → ℝ}
    (h0 : ∀ i, 0 ≤ lam i) : ∏ i, lam i ≤ ((∑ i, lam i) / N) ^ N := by
  -- the inequality of the geometric and arithmetic means, with equal weights
  have h := Real.geom_mean_le_arith_mean_weighted Finset.univ
    (fun _ : Fin N => (N : ℝ)⁻¹) lam (fun _ _ => by positivity)
    (by simp [hN.ne']) (fun i _ => h0 i)
  calc ∏ i, lam i = (∏ i, lam i ^ ((N : ℝ)⁻¹)) ^ N := by
        rw [← Finset.prod_pow]
        exact Finset.prod_congr rfl
          fun i _ => (Real.rpow_inv_natCast_pow (h0 i) hN.ne').symm
    _ ≤ (∑ i, (N : ℝ)⁻¹ * lam i) ^ N :=
        pow_le_pow_left₀ (Finset.prod_nonneg fun i _ => Real.rpow_nonneg (h0 i) _) h N
    _ = ((∑ i, lam i) / N) ^ N := by rw [← Finset.mul_sum, div_eq_inv_mul]
```

## Strict bounds for a single relaxing electron

The next theorem concerns numbers only. It names \(x=(1-\rho)/N\) and records \(0<x\le1\) and \(Nx=1-\rho\). The statement `bern` is the Bernoulli induction from \(m=2\), where `h2` supplies the positive term \(mx^2\). The second half raises \(1-x<e^{-x}\) to the power \(N\).

```lean
/-- For `N ≥ 2` electrons and `-1 ≤ ρ < 1`, the factor `(1 - (1 - ρ)/N)^N` lies strictly
between `ρ` and `exp (ρ - 1)`. -/
theorem random_factor_bounds (hN : 2 ≤ N) {ρ : ℝ} (hρ : -1 ≤ ρ) (hρ1 : ρ < 1) :
    ρ < (1 - (1 - ρ) / N) ^ N ∧ (1 - (1 - ρ) / N) ^ N < Real.exp (ρ - 1) := by
  have hN2 : (2 : ℝ) ≤ N := by exact_mod_cast hN
  have hNpos : (0 : ℝ) < N := by linarith
  obtain ⟨x, hx⟩ : ∃ x : ℝ, x = (1 - ρ) / N := ⟨_, rfl⟩
  have hx0 : 0 < x := by rw [hx]; exact div_pos (by linarith) hNpos
  have hx1 : x ≤ 1 := by rw [hx, div_le_iff₀ hNpos]; linarith
  have hNx : (N : ℝ) * x = 1 - ρ := by rw [hx]; field_simp
  rw [← hx]
  constructor
  · -- strict Bernoulli inequality
    have bern : ∀ m : ℕ, 2 ≤ m → 1 - (m : ℝ) * x < (1 - x) ^ m := by
      intro m hm
      induction m, hm using Nat.le_induction with
      | base => push_cast; nlinarith [mul_pos hx0 hx0]
      | succ m hm ih =>
        have h1 := mul_le_mul_of_nonneg_right ih.le (sub_nonneg.mpr hx1)
        have hm0 : (0 : ℝ) < m := by exact_mod_cast (by omega : 0 < m)
        have h2 : 0 < (m : ℝ) * (x * x) := by positivity
        rw [pow_succ]
        push_cast
        nlinarith
    have := bern N hN
    linarith
  · -- `1 - x < exp (-x)`, raised to the power `N`
    have h1 : 1 - x < Real.exp (-x) := by
      have := Real.add_one_lt_exp (neg_ne_zero.mpr hx0.ne')
      linarith
    calc (1 - x) ^ N < Real.exp (-x) ^ N :=
          pow_lt_pow_left₀ h1 (by linarith) (by omega)
      _ = Real.exp (ρ - 1) := by
          rw [← Real.exp_nat_mul]
          congr 1
          linarith
```

The main theorem returns to the matrices. The hypothesis `he` says that a move of electron `e` multiplies \(f\) by \(\rho\), and `hs` that every other move leaves \(f\) unchanged. The second condition holds for any function of electron `e`'s position alone. For such a function the first holds if the moves of electron `e` do not depend on where the others are and the function is an eigenfunction of those moves. Metropolis moves can be of this kind when electron `e` is statistically independent of the others, so that the joint density is a function of its position times a function of the other positions. Two electrons of the same spin are never independent in this sense, even without interaction, because an antisymmetric wavefunction vanishes where they coincide; electron `e` is then the only one of its spin. In a correlated wavefunction the acceptance probability for electron `e` depends on where the others are, and a function of its position alone will in general not be an exact eigenfunction. The range \(-1\le\rho<1\) contains every real eigenvalue of a stochastic matrix except 1, which would mean that \(f\) does not relax at all.

The conclusion has three parts: the sweep factor for any order `σ`, the factor of \(N\) random moves, and the strict inequality between the correlations.

```lean
/-- Let `N ≥ 2`, and let a nonzero observable `f` be multiplied by `ρ`, `-1 ≤ ρ < 1`, when
electron `e` moves and be unchanged when any other electron moves. A sweep in any order
multiplies `f` by `ρ`, `N` random-electron moves multiply it by `(1 - (1 - ρ)/N)^N`, and for
positive weights the random moves leave the strictly larger correlation. -/
theorem ordered_sweep_beats_random_moves (hN : 2 ≤ N) {P : Fin N → Matrix n n ℝ}
    {f w : n → ℝ} {ρ : ℝ} (e : Fin N) (he : P e *ᵥ f = ρ • f)
    (hs : ∀ i, i ≠ e → P i *ᵥ f = f) (hρ : -1 ≤ ρ) (hρ1 : ρ < 1) (hf : f ≠ 0)
    (hw : ∀ x, 0 < w x) (σ : Equiv.Perm (Fin N)) :
    orderedSweep P σ *ᵥ f = ρ • f ∧
    (randomMove P ^ N) *ᵥ f = (1 - (1 - ρ) / N) ^ N • f ∧
    correlation w (orderedSweep P σ) f < correlation w (randomMove P ^ N) f := by
  have hN0 : (N : ℝ) ≠ 0 := by exact_mod_cast (by omega : N ≠ 0)
  have h : ∀ i, P i *ᵥ f = (if i = e then ρ else 1 : ℝ) • f := by
    intro i
    by_cases hi : i = e
    · rw [if_pos hi, hi, he]
    · rw [if_neg hi, hs i hi, one_smul]
  have hA : orderedSweep P σ *ᵥ f = ρ • f := by
    rw [orderedSweep_mulVec h σ]
    simp
  -- the mean eigenvalue is `1 - (1 - ρ)/N`
  have hmean : (∑ i : Fin N, (if i = e then ρ else 1 : ℝ)) / N = 1 - (1 - ρ) / N := by
    have h1 : ∀ i : Fin N,
        (if i = e then ρ else 1 : ℝ) = 1 + (if i = e then ρ - 1 else 0) := by
      intro i
      split_ifs <;> ring
    have h2 : ∑ i : Fin N, (if i = e then ρ else 1 : ℝ) = N + (ρ - 1) := by
      rw [Finset.sum_congr rfl (fun i _ => h1 i), Finset.sum_add_distrib]
      simp
    rw [h2, add_div, div_self hN0]
    ring
  have hB : (randomMove P ^ N) *ᵥ f = (1 - (1 - ρ) / N) ^ N • f := by
    rw [randomMove_pow_mulVec h N, hmean]
  refine ⟨hA, hB, ?_⟩
  -- compare the two correlations configuration by configuration
  have hlt := (random_factor_bounds hN hρ hρ1).1
  obtain ⟨x, hx⟩ := Function.ne_iff.mp hf
  have hx' : f x ≠ 0 := hx
  unfold correlation
  rw [hA, hB]
  simp only [Pi.smul_apply, smul_eq_mul]
  apply Finset.sum_lt_sum
  · intro y _
    have h3 := mul_nonneg (mul_nonneg (hw y).le (mul_self_nonneg (f y))) (sub_pos.mpr hlt).le
    linarith
  · refine ⟨x, Finset.mem_univ x, ?_⟩
    have h3 := mul_pos (mul_pos (hw x) (mul_self_pos.mpr hx')) (sub_pos.mpr hlt)
    linarith
```

The proof writes the eigenvalues as `if i = e then ρ else 1` and applies the two eigenvalue theorems, with `hmean` computing the mean. For the correlations, `Finset.sum_lt_sum` compares the sums configuration by configuration. No term is larger on the sweep's side, and the term at a configuration where \(f\) is nonzero is strictly smaller.

The limit is Mathlib's exponential limit at \(\rho-1\), rewritten into the present form. It holds for every real \(\rho\).

```lean
/-- As the number of electrons grows, the factor `(1 - (1 - ρ)/N)^N` tends to
`exp (ρ - 1)`. -/
theorem random_factor_tendsto (ρ : ℝ) :
    Tendsto (fun N : ℕ => (1 - (1 - ρ) / (N : ℝ)) ^ N) atTop (𝓝 (Real.exp (ρ - 1))) := by
  refine (Real.tendsto_one_add_div_pow_exp (ρ - 1)).congr fun N => ?_
  congr 1
  ring
```

At \(\rho=0\) the limit is \(e^{-1}\approx0.37\), the large-\(N\) probability that a given electron is missed in \(N\) random draws.

## The two-site electrons as matrices

The opening example shows that the eigenvalue conditions can be met. The matrix `hop ρ` moves one electron between its two sites.

```lean
/-- A move of one electron between two sites: it stays with probability `(1 + ρ)/2` and
hops with probability `(1 - ρ)/2`, for `-1 ≤ ρ ≤ 1`. -/
def hop (ρ : ℝ) : Matrix (Fin 2) (Fin 2) ℝ :=
  !![(1 + ρ) / 2, (1 - ρ) / 2; (1 - ρ) / 2, (1 + ρ) / 2]
```

A configuration of both electrons is a pair of sites, and the observable reads the first entry.

```lean
/-- The observable that is `1` or `-1` according to the site of the first electron. -/
def firstSite : Fin 2 × Fin 2 → ℝ := fun x => if x.1 = 0 then 1 else -1
```

In the Kronecker products, `hop ρ` acts on the electron that moves and the identity on the one that stays. The theorem states that `firstSite` is nonzero, that it is multiplied by \(\rho\) when the first electron moves, and that it is unchanged when the second moves. These are `hf`, `he` and `hs` of the main theorem for \(N=2\). The proof evaluates the matrix products at each of the four configurations. The identities hold for every real \(\rho\), while the entries of `hop ρ` are probabilities only for \(-1\le\rho\le1\).

```lean
/-- For two electrons that hop independently between two sites, `firstSite` is nonzero, is
multiplied by `ρ` when the first electron moves, and is unchanged when the second moves. -/
theorem ordered_sweep_witness (ρ : ℝ) :
    firstSite ≠ 0 ∧ (hop ρ ⊗ₖ (1 : Matrix (Fin 2) (Fin 2) ℝ)) *ᵥ firstSite = ρ • firstSite ∧
    ((1 : Matrix (Fin 2) (Fin 2) ℝ) ⊗ₖ hop ρ) *ᵥ firstSite = firstSite := by
  refine ⟨fun h => ?_, ?_, ?_⟩
  · have h0 := congrFun h (0, 0)
    simp [firstSite] at h0
  · ext ⟨i, j⟩
    fin_cases i <;> fin_cases j <;>
      simp [Matrix.mulVec, dotProduct, Fintype.sum_prod_type, Fin.sum_univ_two,
        Matrix.kroneckerMap_apply, hop, firstSite] <;> ring
  · ext ⟨i, j⟩
    fin_cases i <;> fin_cases j <;>
      simp [Matrix.mulVec, dotProduct, Fintype.sum_prod_type, Fin.sum_univ_two,
        Matrix.kroneckerMap_apply, hop, firstSite] <;> ring

end

end ElectronMoveOrder
```

```lean
#print axioms ElectronMoveOrder.sweep_factor_le_random_factor
-- 'ElectronMoveOrder.sweep_factor_le_random_factor' depends on axioms: [propext, Classical.choice, Quot.sound]
#print axioms ElectronMoveOrder.ordered_sweep_beats_random_moves
-- 'ElectronMoveOrder.ordered_sweep_beats_random_moves' depends on axioms: [propext, Classical.choice, Quot.sound]
#print axioms ElectronMoveOrder.random_factor_tendsto
-- 'ElectronMoveOrder.random_factor_tendsto' depends on axioms: [propext, Classical.choice, Quot.sound]
```
